# Under full cube symmetry, the third-harmonic polarization from circular light is proportional to T_xxxx − 3T_xxyy

Take the circular field E = (1, i, 0) along the axes of a cubic crystal. The third-harmonic polarization along x is a sum of tensor components, each multiplied by three field amplitudes. Mirror symmetry removes T_xxxy, T_xyyy and every other component in which some axis appears an odd number of times. Four terms remain:

P_x = T_xxxx·1³ + (T_xxyy + T_xyxy + T_xyyx)·1·i²

The three mixed components are equal, because the order of the driving fields doesn't matter. Since i² = −1,

P_x = T_xxxx − 3T_xxyy

The diagonal and mixed components enter with opposite signs, and their contributions cancel exactly when T_xxxx = 3T_xxyy. The file below extends this calculation to every complex field.

For a computed third-harmonic tensor, these formulas give consistency checks, within a model of real, local, electric-dipole response with full cube symmetry.

## The tensor and its symmetries

```lean
import Mathlib

open Complex

namespace CubicThirdHarmonic

noncomputable section

/-- A real rank-four tensor on the three cubic axes; the first index belongs to the
polarization, the other three to the driving field. -/
abbrev Tensor4 := Fin 3 → Fin 3 → Fin 3 → Fin 3 → ℝ
```

`Fin 3` is the type with elements 0, 1, 2, which stand for x, y, z. A `Tensor4` takes four axes and returns a real number, so `T 0 0 1 1` is T_xxyy. Real components describe a lossless medium away from resonance.

```lean
/-- The sign that the coordinate `i` acquires when the axis `m` is reversed. -/
def mirrorSign (m i : Fin 3) : ℝ := if i = m then -1 else 1
```

Reversing axis m multiplies coordinate i by −1 if i = m and by +1 otherwise.

```lean
/-- A cubic third-harmonic susceptibility: symmetric in the three driving-field indices,
and invariant under permutations of the axes and reversal of any axis. -/
structure IsCubic (T : Tensor4) : Prop where
  swap23 : ∀ i j k l, T i j k l = T i k j l
  swap34 : ∀ i j k l, T i j k l = T i j l k
  axes : ∀ (σ : Equiv.Perm (Fin 3)) (i j k l : Fin 3),
    T (σ i) (σ j) (σ k) (σ l) = T i j k l
  mirror : ∀ m i j k l, mirrorSign m i * mirrorSign m j * mirrorSign m k *
    mirrorSign m l * T i j k l = T i j k l
```

`IsCubic T` is a proposition about T with four parts. `swap23` and `swap34` exchange neighbouring driving-field indices, and together they generate all permutations of the last three. They express that the same field enters three times. `axes` says that relabelling the axes by any permutation σ leaves the components unchanged, and `mirror` says the same for reversing any axis.

This is the symmetry of the full cube. A crystal class that permutes the axes only cyclically can have T_xxyy ≠ T_yyxx, and then it doesn't satisfy `axes`.

```lean
/-- The third-harmonic polarization `P_i = ∑ T_ijkl E_j E_k E_l` of a complex field
amplitude `E`. -/
def polarization (T : Tensor4) (E : Fin 3 → ℂ) (i : Fin 3) : ℂ :=
  ∑ j, ∑ k, ∑ l, (T i j k l : ℂ) * E j * E k * E l
```

In ordinary notation,

P_i = Σ_jkl T_ijkl E_j E_k E_l

The amplitudes E_j are complex, so that they can carry phases. Unit-dependent prefactors are left out, as are propagation and phase matching.

```lean
/-- The anisotropy `T_xxxx - 3 T_xxyy`. -/
def anisotropy (T : Tensor4) : ℝ := T 0 0 0 0 - 3 * T 0 0 1 1
```

Write a = T_xxxx and b = T_xxyy from here on. The anisotropy is a − 3b.

## Two independent constants

```lean
/-- The Kronecker delta of two axes. -/
def delta (i j : Fin 3) : ℝ := if i = j then 1 else 0
```

This is δ_ij, with real values.

```lean
/-- An explicit tensor built from Kronecker deltas and two real parameters `a` and `b`. -/
def cubicTensor (a b : ℝ) : Tensor4 := fun i j k l =>
  (a - 3 * b) * (delta i j * delta j k * delta k l) +
    b * (delta i j * delta k l + delta i k * delta j l + delta i l * delta j k)
```

The explicit tensor is

T_ijkl = (a − 3b) δ_ij δ_jk δ_kl + b (δ_ij δ_kl + δ_ik δ_jl + δ_il δ_jk)

```lean
/-- For all real `a` and `b` the explicit tensor is a cubic susceptibility with
`T_xxxx = a` and `T_xxyy = b`. -/
theorem isCubic_witness (a b : ℝ) :
    IsCubic (cubicTensor a b) ∧ cubicTensor a b 0 0 0 0 = a ∧
      cubicTensor a b 0 0 1 1 = b := by
  refine ⟨⟨?_, ?_, ?_, ?_⟩, ?_, ?_⟩
  · intro i j k l
    fin_cases i <;> fin_cases j <;> fin_cases k <;> fin_cases l <;>
      simp [cubicTensor, delta]
  · intro i j k l
    fin_cases i <;> fin_cases j <;> fin_cases k <;> fin_cases l <;>
      simp [cubicTensor, delta]
  · intro σ i j k l
    simp [cubicTensor, delta]
  · intro m i j k l
    -- the two signs attached to a Kronecker delta cancel
    have h : ∀ p q, mirrorSign m p * mirrorSign m q * delta p q = delta p q := by
      intro p q
      unfold mirrorSign delta
      split_ifs <;> simp_all
    unfold cubicTensor
    linear_combination
      (b + (a - 3 * b) * delta j k) *
        (mirrorSign m k * mirrorSign m l * delta k l * h i j + delta i j * h k l) +
      b * (mirrorSign m j * mirrorSign m l * delta j l * h i k + delta i k * h j l) +
      b * (mirrorSign m j * mirrorSign m k * delta j k * h i l + delta i l * h j k)
  · simp only [cubicTensor, delta, if_true]
    ring
  · simp [cubicTensor, delta]
```

The theorem says that this tensor is cubic for all real a and b, and that its two named components are a and b. The symmetry conditions therefore impose no relation between the two constants.

By hand, exchanging driving indices reorders the three pair terms. It leaves the first term unchanged, since that product of deltas is 1 when all four indices agree and 0 otherwise. A permutation preserves equality of indices, so it preserves every δ. In a mirror, the two signs attached to a δ are equal whenever δ ≠ 0, and their product is 1. Finally, T_xxxx = (a − 3b) + 3b = a, and in T_xxyy only b δ_ij δ_kl survives.

In Lean, `fin_cases` runs through all index values for the exchanges. For the mirrors, `h` records the cancellation of signs. The tactic `linear_combination` proves an equation by adding stated multiples of known equations and checking the remaining algebra.

## The polarization for every field

```lean
/-- In a cubic susceptibility, a component whose four mirror signs multiply to -1 for some axis
vanishes. -/
theorem component_eq_zero {T : Tensor4} (h : IsCubic T) (m : Fin 3) {i j k l : Fin 3}
    (hs : mirrorSign m i * mirrorSign m j * mirrorSign m k * mirrorSign m l = -1) :
    T i j k l = 0 := by
  have h1 := h.mirror m i j k l
  rw [hs] at h1
  linarith
```

If the four mirror signs multiply to −1, then the `mirror` condition reads −T_ijkl = T_ijkl, so T_ijkl = 0. The tactic `linarith` draws that conclusion.

```lean
/-- The third-harmonic polarization of a cubic medium is
`P_i = 3 T_xxyy E_i (E·E) + (T_xxxx - 3 T_xxyy) E_i³`, for every complex field. -/
theorem polarization_eq {T : Tensor4} (h : IsCubic T) (E : Fin 3 → ℂ) (i : Fin 3) :
    polarization T E i =
      3 * (T 0 0 1 1 : ℂ) * E i * ∑ j, E j ^ 2 + (anisotropy T : ℂ) * E i ^ 3 := by
  obtain ⟨a, ha⟩ : ∃ a, T 0 0 0 0 = a := ⟨_, rfl⟩
  obtain ⟨b, hb⟩ : ∃ b, T 0 0 1 1 = b := ⟨_, rfl⟩
  -- permuting the axes leaves one diagonal and one paired value
  have diag : ∀ i, T i i i i = a := by
    intro i
    have h1 := h.axes (Equiv.swap 0 i) 0 0 0 0
    rwa [Equiv.swap_apply_left, ha] at h1
  have hperm : ∀ i j : Fin 3, i ≠ j → ∃ σ : Equiv.Perm (Fin 3), σ 0 = i ∧ σ 1 = j := by
    decide
  have pair : ∀ i j, i ≠ j → T i i j j = b := by
    intro i j hij
    obtain ⟨σ, h0, h1⟩ := hperm i j hij
    have h2 := h.axes σ 0 0 1 1
    rwa [h0, h1, hb] at h2
  -- every component is diagonal, paired, or removed by a mirror
  have key : ∀ i j k l, T i j k l =
      if i = j then (if k = l then (if i = k then a else b) else 0)
      else if i = k then (if j = l then b else 0)
      else if i = l then (if j = k then b else 0) else 0 := by
    intro i j k l
    split_ifs
    all_goals subst_vars
    · exact diag _
    · exact pair _ _ (by assumption)
    · exact component_eq_zero h k (by unfold mirrorSign; split_ifs <;> simp_all)
    · exact (h.swap23 _ _ _ _).trans (pair _ _ (by assumption))
    · exact component_eq_zero h j (by unfold mirrorSign; split_ifs <;> simp_all)
    · exact ((h.swap34 _ _ _ _).trans (h.swap23 _ _ _ _)).trans
        (pair _ _ (by assumption))
    · exact component_eq_zero h j (by unfold mirrorSign; split_ifs <;> simp_all)
    · exact component_eq_zero h i (by unfold mirrorSign; split_ifs <;> simp_all)
  simp only [polarization, anisotropy, Fin.sum_univ_three]
  fin_cases i <;> simp [key] <;> ring
```

Read `{T : Tensor4} (h : IsCubic T)` as "let T be a tensor, and let h be a proof that it is cubic". The conclusion is

P_i = 3b E_i (E·E) + (a − 3b) E_i³

where E·E = Σ_j E_j², without complex conjugation.

By hand, count how often each axis occurs among the four indices. If every count is even, the counts are either 4 or 2 and 2. All other components vanish by a mirror. Axis permutations give T_iiii = a and, for j ≠ i, T_iijj = b. Driving-index symmetry then gives T_ijij = T_ijji = b. Hence

P_i = a E_i³ + 3b E_i Σ_(j≠i) E_j²

Adding and subtracting 3b E_i³ completes the sum to E·E and gives the formula.

The Lean proof has the same parts. `diag` and `pair` find the two values, using `hperm` for a permutation that takes axes 0 and 1 to any two distinct axes. `key` is the complete table of components: one diagonal case, three paired cases and four cases removed by `component_eq_zero`. The last two lines expand the sums, and `ring` compares the polynomials. The table is symmetric in all four indices, so full index symmetry is a consequence of the hypotheses and needn't be assumed.

## Circular light

```lean
/-- For a field with `E·E = 0` the polarization of a cubic medium is
`P_i = (T_xxxx - 3 T_xxyy) E_i³`. -/
theorem polarization_circular {T : Tensor4} (h : IsCubic T) {E : Fin 3 → ℂ}
    (hE : ∑ j, E j ^ 2 = 0) (i : Fin 3) :
    polarization T E i = (anisotropy T : ℂ) * E i ^ 3 := by
  rw [polarization_eq h, hE]
  ring
```

When E·E = 0, the first term of the general formula disappears:

P_i = (a − 3b) E_i³

To see what the condition means, write E = u + iv with real vectors u and v. Then E·E = u² − v² + 2i u·v, which vanishes exactly when u and v have equal length and are perpendicular. For a nonzero field this is circular polarization, in any plane.

```lean
/-- A nonzero field with `E·E = 0`, that is, circular light in any plane, produces no
third-harmonic polarization in a cubic medium exactly when `T_xxxx = 3 T_xxyy`. -/
theorem circular_eq_zero_iff {T : Tensor4} (h : IsCubic T) {E : Fin 3 → ℂ}
    (hE : ∑ j, E j ^ 2 = 0) (hE0 : E ≠ 0) :
    polarization T E = 0 ↔ T 0 0 0 0 = 3 * T 0 0 1 1 := by
  constructor
  · intro hP
    obtain ⟨i, hi⟩ := Function.ne_iff.mp hE0
    have h1 : (anisotropy T : ℂ) * E i ^ 3 = 0 := by
      rw [← polarization_circular h hE i, hP]
      rfl
    have h2 : (anisotropy T : ℂ) = 0 :=
      (mul_eq_zero.mp h1).resolve_right (pow_ne_zero 3 hi)
    have h3 : anisotropy T = 0 := by exact_mod_cast h2
    unfold anisotropy at h3
    linarith
  · intro hT
    have h3 : anisotropy T = 0 := by
      unfold anisotropy
      linarith
    funext i
    rw [polarization_circular h hE i, h3]
    simp
```

For nonzero circular light, P = 0 exactly when a = 3b. If P = 0, choose an axis i with E_i ≠ 0. Then (a − 3b) E_i³ = 0 forces a = 3b. Conversely, a = 3b makes every component of P zero. The zero field has to be excluded, since it gives P = 0 for every tensor.

`Function.ne_iff` supplies the nonzero component, and `exact_mod_cast` carries the equation from complex numbers back to real ones.

The tensor could also have been modelled with complex components, to allow for absorption near a resonance. The argument by hand would be the same, but a = 3b would then be two real conditions, one on the real parts and one on the imaginary parts.

```lean
/-- In a cubic medium the circular field `(1, i, 0)` produces the polarization
`(T_xxxx - 3 T_xxyy) (1, -i, 0)`, of the opposite handedness unless it vanishes. -/
theorem circular_cube_axis {T : Tensor4} (h : IsCubic T) :
    polarization T ![1, I, 0] = (anisotropy T : ℂ) • ![1, -I, 0] := by
  have hE : ∑ j, (![1, I, 0] : Fin 3 → ℂ) j ^ 2 = 0 := by
    simp [Fin.sum_univ_three]
  have hI : I ^ 3 = -I := by
    linear_combination I * I_sq
  funext i
  rw [polarization_circular h hE i]
  fin_cases i <;> simp [hI]
```

The notation `![1, I, 0]` is a vector with three entries, and `•` multiplies it by a scalar. Here E·E = 1 + i² = 0, and cubing the entries gives 1³ = 1 and i³ = −i:

P = (a − 3b)(1, −i, 0)

When a ≠ 3b, the polarization rotates in the opposite sense to the field. The field in the code has length √2. For the unit field (1, i, 0)/√2, the result is (a − 3b)/2 times the unit vector (1, −i, 0)/√2.

```lean
/-- In a cubic medium the field `(1, ω, ω²)` with `1 + ω + ω² = 0`, circular about the cube
diagonal, produces the polarization `(T_xxxx - 3 T_xxyy) (1, 1, 1)`, a multiple of the diagonal
vector. -/
theorem circular_cube_diagonal {T : Tensor4} (h : IsCubic T) {ω : ℂ}
    (hω : 1 + ω + ω ^ 2 = 0) :
    polarization T ![1, ω, ω ^ 2] = (anisotropy T : ℂ) • ![1, 1, 1] := by
  have h3 : ω ^ 3 = 1 := by linear_combination (ω - 1) * hω
  have h6 : (ω ^ 2) ^ 3 = 1 := by linear_combination (ω ^ 3 + 1) * h3
  have hE : ∑ j, (![1, ω, ω ^ 2] : Fin 3 → ℂ) j ^ 2 = 0 := by
    rw [Fin.sum_univ_three]
    change (1 : ℂ) ^ 2 + ω ^ 2 + (ω ^ 2) ^ 2 = 0
    linear_combination hω + ω * h3
  funext i
  rw [polarization_circular h hE i]
  fin_cases i
  · simp
  · change (anisotropy T : ℂ) * ω ^ 3 = (anisotropy T : ℂ) * 1
    rw [h3]
  · change (anisotropy T : ℂ) * (ω ^ 2) ^ 3 = (anisotropy T : ℂ) * 1
    rw [h6]
```

The condition 1 + ω + ω² = 0 makes ω a primitive cube root of unity, because it rules out ω = 1 (the sum would be 3) and gives

ω³ − 1 = (ω − 1)(1 + ω + ω²) = 0

It also makes the field (1, ω, ω²) perpendicular to the diagonal (1, 1, 1). The field is circular, since E·E = 1 + ω² + ω⁴ = 1 + ω² + ω = 0. Each entry cubes to 1, so

P = (a − 3b)(1, 1, 1)

For the unit field (1, ω, ω²)/√3, this becomes (a − 3b)/3 times the unit vector along the diagonal. The polarization is thus normal to the plane in which the field rotates. In the proof, `h3` and `h6` are the cubes of ω and ω², and `hE` is the circularity condition.

## Linear light in a cube face

```lean
/-- The unit field in a cube face, linearly polarized at the angle `t` to a cube axis. -/
def linearField (t : ℝ) : Fin 3 → ℂ := ![Complex.cos t, Complex.sin t, 0]
```

The field is E = (cos t, sin t, 0), with t a real angle measured from the x axis. It has unit length, so E·E = 1.

```lean
/-- For linear polarization at angle `t` in a cube face of a cubic medium, the response along
the field is `E·P = T_xxxx - (T_xxxx - 3 T_xxyy) sin²(2t) / 2`. -/
theorem linear_parallel {T : Tensor4} (h : IsCubic T) (t : ℝ) :
    ∑ i, linearField t i * polarization T (linearField t) i =
      (T 0 0 0 0 : ℂ) - (anisotropy T : ℂ) * Complex.sin (2 * t) ^ 2 / 2 := by
  have hu := Complex.sin_sq_add_cos_sq (t : ℂ)
  simp only [polarization_eq h, Fin.sum_univ_three, Complex.sin_two_mul]
  simp only [linearField, anisotropy, Matrix.cons_val]
  push_cast
  linear_combination
    (T 0 0 0 0 : ℂ) * (Complex.sin t ^ 2 + Complex.cos t ^ 2 + 1) * hu
```

Write c = cos t and s = sin t. The general formula gives

P_x = 3b c + (a − 3b) c³
P_y = 3b s + (a − 3b) s³

The response along the field is therefore

E·P = 3b + (a − 3b)(c⁴ + s⁴)

Since c² + s² = 1, we have c⁴ + s⁴ = 1 − 2s²c² = 1 − sin²(2t)/2, and so

E·P = a − (a − 3b) sin²(2t)/2

It equals a along a cube axis and (a + 3b)/2 along a face diagonal. In Lean, `hu` is the identity s² + c² = 1, and `linear_combination` uses the multiple of it that closes the algebra.

```lean
/-- For linear polarization at angle `t` in a cube face of a cubic medium, the in-plane
response perpendicular to the field is `-(T_xxxx - 3 T_xxyy) sin(4t) / 4`. -/
theorem linear_transverse {T : Tensor4} (h : IsCubic T) (t : ℝ) :
    -Complex.sin t * polarization T (linearField t) 0 +
        Complex.cos t * polarization T (linearField t) 1 =
      -(anisotropy T : ℂ) * Complex.sin (4 * t) / 4 := by
  have hu := Complex.sin_sq_add_cos_sq (t : ℂ)
  have h4 : (4 * t : ℂ) = 2 * (2 * t) := by ring
  rw [h4, Complex.sin_two_mul, Complex.sin_two_mul, Complex.cos_two_mul]
  simp only [polarization_eq h, Fin.sum_univ_three]
  simp only [linearField, Matrix.cons_val]
  linear_combination (anisotropy T : ℂ) * Complex.sin t * Complex.cos t * hu

end

end CubicThirdHarmonic
```

The in-plane direction perpendicular to the field is (−s, c, 0). The terms with 3b cancel, leaving

−s P_x + c P_y = (a − 3b)(c s³ − s c³) = −(a − 3b) s c (c² − s²)

With s c = sin(2t)/2 and c² − s² = cos(2t), this is −(a − 3b) sin(4t)/4. It vanishes along the cube axes and the face diagonals. The proof writes 4t as 2·(2t), applies the double-angle formulas, and finishes with `hu` as before.

```lean
#print axioms CubicThirdHarmonic.circular_eq_zero_iff
#print axioms CubicThirdHarmonic.circular_cube_diagonal
#print axioms CubicThirdHarmonic.linear_parallel
#print axioms CubicThirdHarmonic.linear_transverse
```

```
'CubicThirdHarmonic.circular_eq_zero_iff' depends on axioms: [propext, Classical.choice, Quot.sound]
'CubicThirdHarmonic.circular_cube_diagonal' depends on axioms: [propext, Classical.choice, Quot.sound]
'CubicThirdHarmonic.linear_parallel' depends on axioms: [propext, Classical.choice, Quot.sound]
'CubicThirdHarmonic.linear_transverse' depends on axioms: [propext, Classical.choice, Quot.sound]
```
